# Classical and zero-point bounds on the free-energy change of stiffening harmonic modes

## One mode whose frequency doubles

A harmonic vibration of angular frequency ω at temperature T has the reduced free energy

f(x) = ln(2 sinh(x/2)), x = ħω/kT,

which is its free energy divided by kT. Let the frequency double, so that x becomes 2x. Since sinh x = 2 sinh(x/2) cosh(x/2), the change is

f(2x) − f(x) = ln(2 cosh(x/2)) = ln(e^{x/2} + e^{−x/2}).

The sum of exponentials is at least 2, at least e^{x/2}, and at most 2e^{x/2}. Hence

max(ln 2, x/2) ≤ f(2x) − f(x) ≤ ln 2 + x/2.

Here ln 2 is the classical change, the logarithm of the frequency ratio, and x/2 is the change of zero-point energy in units of kT. The true change is at least the larger of the two and at most their sum.

## From one mode to two surface phases

The same holds for any stiffening. For 0 < x ≤ y,

max(ln(y/x), (y−x)/2) ≤ f(y) − f(x) ≤ ln(y/x) + (y−x)/2.

This is `mode_bounds`, with f written as `reducedFree`. That f is the free energy of an oscillator with levels n + 1/2 is itself proved: `hasSum_levels` says that the Boltzmann sum converges to exp(−f(x)).

For a finite set of modes, `vibFree` is the sum over i of kT f(ħω_i/kT). If every mode stiffens from ω_i to ω'_i, `vibFree_bounds` gives the corresponding bounds, with classical part Σ_i kT ln(ω'_i/ω_i) and zero-point part Σ_i ħ(ω'_i − ω_i)/2. For shifts of either sign, `vibFree_abs_sub_le` bounds the absolute change by

Σ_i (kT |ln(ω'_i/ω_i)| + ħ|ω'_i − ω_i|/2).

Now let phases A and B, taken over the same surface area, have static free energies E_A and E_B, which hold the electronic energy and the reservoir terms. If E_B − E_A exceeds this bound, taken between the modes of B and those of A, then A stays below B with vibrations included (`phase_order_robust`). For a first-principles surface phase diagram in the harmonic approximation, this is a sufficient test that vibrations do not reverse the order of two phases with matched modes.

In Lean, `hbar` and `kT` are arbitrary positive reals, and `ι` is a finite type that labels the modes. Three restrictions follow from the statements:

- All frequencies are positive, which excludes free translations and imaginary frequencies.
- Both phases use the same `ι`, so they have equally many modes, paired by label. The bound depends on the pairing. When an adsorbate adds modes, the free energy of the unpaired modes can be put into the static part, or replaced there by a bound that does not favour A.
- The static energies are given numbers. Anharmonicity and errors in the computed energies and frequencies are not treated.

With no modes at all, the sums vanish and the test reads E_A < E_B.

## Derivation from exponentials and hyperbolic functions

**Level sum.** The geometric series gives

Σ_n e^{−(n+1/2)x} = e^{−x/2}/(1 − e^{−x}) = 1/(2 sinh(x/2)) = e^{−f(x)}.

Taking the logarithm splits f into a zero-point and a thermal part:

f(x) = x/2 + ln(1 − e^{−x}).

**Zero-point lower bound.** For x ≤ y we have 1 − e^{−x} ≤ 1 − e^{−y}. The thermal part therefore does not decrease, and f(y) − f(x) ≥ (y−x)/2.

**Classical lower bound.** Put a = x/2 and b = y/2. The claim is sinh b / sinh a ≥ b/a. The derivative of t cosh t − sinh t is t sinh t, which is nonnegative for t ≥ 0, and the function vanishes at t = 0. So sinh a ≤ a cosh a. The addition theorem, with cosh(b−a) ≥ 1 and sinh(b−a) ≥ b−a, gives

sinh b = sinh a cosh(b−a) + cosh a sinh(b−a) ≥ sinh a + (b−a) cosh a.

Multiply by a and use a cosh a ≥ sinh a:

a sinh b ≥ a sinh a + (b−a) sinh a = b sinh a.

**Upper bound.** The thermal part must rise by at most ln(y/x), which means

x(1 − e^{−y}) ≤ y(1 − e^{−x}).

The tangent-line bound e^u ≥ 1 + u, used at u = −(y−x) and at u = x, gives

e^{−y} ≥ e^{−x}(1 − (y−x)) and x e^{−x} ≤ 1 − e^{−x}.

Therefore

x(1 − e^{−y}) ≤ x(1 − e^{−x}) + (y−x) x e^{−x} ≤ x(1 − e^{−x}) + (y−x)(1 − e^{−x}) = y(1 − e^{−x}).

**Many modes and either sign.** Multiplying by kT turns (y−x)/2 into ħ(ω'_i − ω_i)/2, and summation over i gives the bounds for a set of modes. For a softening mode, exchange x and y: the absolute values do not change. The triangle inequality then bounds the total shift. Finally, the vibrational free energy of A exceeds that of B by at most this bound, so a larger static gap in favour of A decides the order.

When every mode stiffens, summing the single-mode lower bounds directly gives a neighbouring estimate that is at least as sharp: the total change is no less than the sum over modes of max(kT ln(ω'_i/ω_i), ħ(ω'_i − ω_i)/2). It is strictly sharper when, among the modes that shift, at least one keeps ħω below 2kT and at least one keeps it above 2kT.

## The hot and cold limits

From x ≤ 2 sinh(x/2) and 1 − e^{−x} ≤ x it follows that

0 ≤ f(x) − ln x ≤ x/2,

so f(x) − ln x → 0 as x → 0 from above. At the other end, f(x) − x/2 = ln(1 − e^{−x}) → 0 as x → ∞. These are the two statements of `reducedFree_limits`. For two fixed frequencies, the reduced change thus approaches the classical bound at high temperature, and its distance from the zero-point bound vanishes at low temperature.

## The Lean file

```lean
import Mathlib

open Filter Topology

namespace SurfaceVibrationBounds

noncomputable section

/-- Reduced free energy `F / kT` of a harmonic vibration with `x = ħω / kT`. -/
def reducedFree (x : ℝ) : ℝ := Real.log (2 * Real.sinh (x / 2))

/-- Vibrational free energy of a set of harmonic modes with frequencies `ω i`. -/
def vibFree {ι : Type*} [Fintype ι] (hbar kT : ℝ) (ω : ι → ℝ) : ℝ :=
  ∑ i, kT * reducedFree (hbar * ω i / kT)

/-- The reduced free energy is the zero-point part `x / 2` plus the thermal part
`ln (1 - exp (-x))`. -/
theorem reducedFree_eq {x : ℝ} (hx : 0 < x) :
    reducedFree x = x / 2 + Real.log (1 - Real.exp (-x)) := by
  have hlt : Real.exp (-x) < 1 := Real.exp_lt_one_iff.2 (by linarith)
  have h : 2 * Real.sinh (x / 2) = Real.exp (x / 2) * (1 - Real.exp (-x)) := by
    have e : Real.exp (x / 2) * Real.exp (-x) = Real.exp (-(x / 2)) := by
      rw [← Real.exp_add]
      congr 1
      ring
    rw [Real.sinh_eq]
    linear_combination e
  unfold reducedFree
  rw [h, Real.log_mul (Real.exp_pos _).ne' (sub_pos.2 hlt).ne', Real.log_exp]

/-- The Boltzmann sum over the oscillator levels `n + 1/2` equals `exp (-f x)`, with `f` the
reduced free energy. -/
theorem hasSum_levels {x : ℝ} (hx : 0 < x) :
    HasSum (fun n : ℕ => Real.exp (-((n + 1 / 2) * x))) (Real.exp (-reducedFree x)) := by
  have hlt : Real.exp (-x) < 1 := Real.exp_lt_one_iff.2 (by linarith)
  have h := (hasSum_geometric_of_lt_one (Real.exp_pos (-x)).le hlt).mul_left
    (Real.exp (-(x / 2)))
  have e1 : (fun n : ℕ => Real.exp (-((n + 1 / 2) * x))) =
      fun n : ℕ => Real.exp (-(x / 2)) * Real.exp (-x) ^ n := by
    funext n
    rw [← Real.exp_nat_mul, ← Real.exp_add]
    congr 1
    ring
  have e2 : Real.exp (-reducedFree x) = Real.exp (-(x / 2)) * (1 - Real.exp (-x))⁻¹ := by
    rw [reducedFree_eq hx, neg_add, Real.exp_add, Real.exp_neg (Real.log _),
      Real.exp_log (sub_pos.2 hlt)]
  rw [e1, e2]
  exact h

/-- The ratio `sinh t / t` does not decrease for positive `t`, written without division. -/
theorem sinh_ratio {a b : ℝ} (ha : 0 < a) (hab : a ≤ b) :
    b * Real.sinh a ≤ a * Real.sinh b := by
  -- first `sinh a ≤ a cosh a`, from the sign of a derivative
  have hd : ∀ t : ℝ, HasDerivAt (fun t => t * Real.cosh t - Real.sinh t)
      (t * Real.sinh t) t := fun t =>
    (((hasDerivAt_id' t).fun_mul (Real.hasDerivAt_cosh t)).fun_sub
      (Real.hasDerivAt_sinh t)).congr_deriv (by ring)
  have hm : MonotoneOn (fun t : ℝ => t * Real.cosh t - Real.sinh t) (Set.Ici 0) := by
    apply monotoneOn_of_deriv_nonneg (convex_Ici 0)
    · exact fun t _ => (hd t).continuousAt.continuousWithinAt
    · exact fun t _ => (hd t).differentiableAt.differentiableWithinAt
    · intro t ht
      rw [interior_Ici] at ht
      have ht' : 0 < t := ht
      rw [(hd t).deriv]
      exact mul_nonneg ht'.le (Real.sinh_nonneg_iff.2 ht'.le)
  have h0 := hm (Set.mem_Ici.2 le_rfl) (Set.mem_Ici.2 ha.le) ha.le
  simp only [Real.cosh_zero, Real.sinh_zero] at h0
  have h1 : Real.sinh a ≤ a * Real.cosh a := by linarith
  -- then the addition theorem for `b = a + (b - a)`
  have h2 : Real.sinh b = Real.sinh a * Real.cosh (b - a) + Real.cosh a * Real.sinh (b - a) := by
    rw [← Real.sinh_add]
    congr 1
    ring
  have h3 := mul_le_mul_of_nonneg_left (Real.one_le_cosh (b - a)) (Real.sinh_nonneg_iff.2 ha.le)
  have h4 := mul_le_mul_of_nonneg_left (Real.self_le_sinh_iff.2 (sub_nonneg.2 hab))
    (Real.cosh_pos a).le
  have h5 : Real.sinh a + Real.cosh a * (b - a) ≤ Real.sinh b := by linarith
  have h6 := mul_le_mul_of_nonneg_left h5 ha.le
  have h7 := mul_le_mul_of_nonneg_left h1 (sub_nonneg.2 hab)
  linarith

/-- For one mode that stiffens from `x` to `y`, the change of reduced free energy is at least the
larger of `ln (y / x)` and `(y - x) / 2`, and at most their sum. -/
theorem mode_bounds {x y : ℝ} (hx : 0 < x) (hxy : x ≤ y) :
    max (Real.log (y / x)) ((y - x) / 2) ≤ reducedFree y - reducedFree x ∧
      reducedFree y - reducedFree x ≤ Real.log (y / x) + (y - x) / 2 := by
  have hy : 0 < y := hx.trans_le hxy
  have ex : Real.exp (-x) < 1 := Real.exp_lt_one_iff.2 (by linarith)
  have ey : Real.exp (-y) < 1 := Real.exp_lt_one_iff.2 (by linarith)
  refine ⟨max_le ?_ ?_, ?_⟩
  · -- classical bound: `sinh t / t` increases
    have sx : 0 < Real.sinh (x / 2) := Real.sinh_pos_iff.2 (by linarith)
    have sy : 0 < Real.sinh (y / 2) := Real.sinh_pos_iff.2 (by linarith)
    have h := sinh_ratio (a := x / 2) (b := y / 2) (by linarith) (by linarith)
    unfold reducedFree
    rw [← Real.log_div (by positivity) (by positivity)]
    apply Real.log_le_log (div_pos hy hx)
    rw [div_le_div_iff₀ hx (by positivity)]
    linarith
  · -- zero-point bound: the thermal part increases
    have h : Real.log (1 - Real.exp (-x)) ≤ Real.log (1 - Real.exp (-y)) := by
      apply Real.log_le_log (by linarith)
      have := Real.exp_le_exp.2 (neg_le_neg hxy)
      linarith
    rw [reducedFree_eq hx, reducedFree_eq hy]
    linarith
  · -- upper bound: `(1 - exp (-x)) / x` decreases, by two tangent lines of `exp`
    have h1 : Real.exp (-x) * (1 - (y - x)) ≤ Real.exp (-y) := by
      have e : Real.exp (-y) = Real.exp (-x) * Real.exp (-(y - x)) := by
        rw [← Real.exp_add]
        congr 1
        ring
      rw [e]
      apply mul_le_mul_of_nonneg_left _ (Real.exp_pos _).le
      linarith [Real.add_one_le_exp (-(y - x))]
    have h2 : Real.exp (-x) * (1 + x) ≤ 1 := by
      have e : Real.exp (-x) * Real.exp x = 1 := by
        rw [← Real.exp_add, neg_add_cancel, Real.exp_zero]
      have := mul_le_mul_of_nonneg_left (Real.add_one_le_exp x) (Real.exp_pos (-x)).le
      linarith
    have h3 : x * (1 - Real.exp (-y)) ≤ y * (1 - Real.exp (-x)) := by
      nlinarith [mul_le_mul_of_nonneg_left h1 hx.le,
        mul_le_mul_of_nonneg_left h2 (sub_nonneg.2 hxy)]
    have h4 := Real.log_le_log (mul_pos hx (by linarith)) h3
    rw [Real.log_mul hx.ne' (sub_pos.2 ey).ne', Real.log_mul hy.ne' (sub_pos.2 ex).ne'] at h4
    rw [reducedFree_eq hx, reducedFree_eq hy, Real.log_div hy.ne' hx.ne']
    linarith

/-- For a frequency shift of either sign, the free energies of two sets of modes differ by at most
the sum over modes of `kT |ln (ω' / ω)| + ħ |ω' - ω| / 2`. -/
theorem vibFree_abs_sub_le {ι : Type*} [Fintype ι] {hbar kT : ℝ} (hh : 0 < hbar) (hT : 0 < kT)
    {ω ω' : ι → ℝ} (hω : ∀ i, 0 < ω i) (hω' : ∀ i, 0 < ω' i) :
    |vibFree hbar kT ω' - vibFree hbar kT ω| ≤
      ∑ i, (kT * |Real.log (ω' i / ω i)| + hbar * |ω' i - ω i| / 2) := by
  -- one mode, in reduced units
  have one : ∀ x y : ℝ, 0 < x → 0 < y →
      |reducedFree y - reducedFree x| ≤ |Real.log (y / x)| + |y - x| / 2 := by
    have up : ∀ x y : ℝ, 0 < x → x ≤ y →
        |reducedFree y - reducedFree x| ≤ |Real.log (y / x)| + |y - x| / 2 := by
      intro x y hx hxy
      obtain ⟨h1, h2⟩ := mode_bounds hx hxy
      have h3 := (le_max_right _ _).trans h1
      rw [abs_of_nonneg (by linarith : 0 ≤ reducedFree y - reducedFree x)]
      linarith [le_abs_self (Real.log (y / x)), le_abs_self (y - x)]
    intro x y hx hy
    rcases le_total x y with h | h
    · exact up x y hx h
    · have h1 := up y x hy h
      rwa [abs_sub_comm, abs_sub_comm x y, ← inv_div, Real.log_inv, abs_neg] at h1
  unfold vibFree
  rw [← Finset.sum_sub_distrib]
  refine (Finset.abs_sum_le_sum_abs _ _).trans (Finset.sum_le_sum fun i _ => ?_)
  have hi := hω i
  have hi' := hω' i
  have h := mul_le_mul_of_nonneg_left
    (one (hbar * ω i / kT) (hbar * ω' i / kT) (by positivity) (by positivity)) hT.le
  have e1 : hbar * ω' i / kT / (hbar * ω i / kT) = ω' i / ω i := by field_simp
  have e2 : hbar * ω' i / kT - hbar * ω i / kT = hbar / kT * (ω' i - ω i) := by ring
  have e3 : kT * (hbar / kT * |ω' i - ω i| / 2) = hbar * |ω' i - ω i| / 2 := by field_simp
  rw [e1, e2, abs_mul, abs_of_pos (div_pos hh hT), mul_add, e3] at h
  rwa [← mul_sub, abs_mul, abs_of_pos hT]

/-- If all modes stiffen from `ω` to `ω'`, the change of vibrational free energy is at least the
larger of the classical and zero-point changes, and at most their sum. -/
theorem vibFree_bounds {ι : Type*} [Fintype ι] {hbar kT : ℝ} (hh : 0 < hbar) (hT : 0 < kT)
    {ω ω' : ι → ℝ} (hω : ∀ i, 0 < ω i) (hle : ∀ i, ω i ≤ ω' i) :
    max (∑ i, kT * Real.log (ω' i / ω i)) (∑ i, hbar * (ω' i - ω i) / 2) ≤
        vibFree hbar kT ω' - vibFree hbar kT ω ∧
      vibFree hbar kT ω' - vibFree hbar kT ω ≤
        ∑ i, kT * Real.log (ω' i / ω i) + ∑ i, hbar * (ω' i - ω i) / 2 := by
  have key : ∀ i, max (kT * Real.log (ω' i / ω i)) (hbar * (ω' i - ω i) / 2) ≤
        kT * reducedFree (hbar * ω' i / kT) - kT * reducedFree (hbar * ω i / kT) ∧
      kT * reducedFree (hbar * ω' i / kT) - kT * reducedFree (hbar * ω i / kT) ≤
        kT * Real.log (ω' i / ω i) + hbar * (ω' i - ω i) / 2 := by
    intro i
    have hi := hω i
    have hl := hle i
    have hxy : hbar * ω i / kT ≤ hbar * ω' i / kT := by gcongr
    obtain ⟨h1, h2⟩ := mode_bounds (by positivity) hxy
    have e1 : hbar * ω' i / kT / (hbar * ω i / kT) = ω' i / ω i := by field_simp
    have e2 : kT * ((hbar * ω' i / kT - hbar * ω i / kT) / 2) = hbar * (ω' i - ω i) / 2 := by
      field_simp
    rw [e1] at h1 h2
    have m1 := mul_le_mul_of_nonneg_left ((le_max_left _ _).trans h1) hT.le
    have m2 := mul_le_mul_of_nonneg_left ((le_max_right _ _).trans h1) hT.le
    have m3 := mul_le_mul_of_nonneg_left h2 hT.le
    rw [mul_sub] at m1
    rw [e2, mul_sub kT] at m2
    rw [mul_add, e2, mul_sub kT] at m3
    exact ⟨max_le m1 m2, m3⟩
  unfold vibFree
  rw [← Finset.sum_sub_distrib]
  refine ⟨max_le ?_ ?_, ?_⟩
  · exact Finset.sum_le_sum fun i _ => (le_max_left _ _).trans (key i).1
  · exact Finset.sum_le_sum fun i _ => (le_max_right _ _).trans (key i).1
  · rw [← Finset.sum_add_distrib]
    exact Finset.sum_le_sum fun i _ => (key i).2

/-- If the static free energy of surface phase `A` lies below that of phase `B` by more than the
vibrational bound, then `A` also lies below `B` with vibrations included. -/
theorem phase_order_robust {ι : Type*} [Fintype ι] {hbar kT EA EB : ℝ} (hh : 0 < hbar)
    (hT : 0 < kT) {ωA ωB : ι → ℝ} (hA : ∀ i, 0 < ωA i) (hB : ∀ i, 0 < ωB i)
    (gap : ∑ i, (kT * |Real.log (ωA i / ωB i)| + hbar * |ωA i - ωB i| / 2) < EB - EA) :
    EA + vibFree hbar kT ωA < EB + vibFree hbar kT ωB := by
  have h := (le_abs_self _).trans (vibFree_abs_sub_le hh hT hB hA)
  linarith

/-- The reduced free energy approaches `ln x` as `x` tends to zero from above, and approaches
`x / 2` as `x` tends to infinity. -/
theorem reducedFree_limits :
    Tendsto (fun x => reducedFree x - Real.log x) (𝓝[>] 0) (𝓝 0) ∧
      Tendsto (fun x => reducedFree x - x / 2) atTop (𝓝 0) := by
  constructor
  · -- squeeze between `0` and `x / 2`
    have hc : Continuous (fun x : ℝ => x / 2) := by fun_prop
    have h0 : Tendsto (fun x : ℝ => x / 2) (𝓝[>] 0) (𝓝 0) :=
      (hc.tendsto' 0 0 (by norm_num)).mono_left nhdsWithin_le_nhds
    refine squeeze_zero' ?_ ?_ h0
    · filter_upwards [self_mem_nhdsWithin] with x hx
      have hx' : 0 < x := hx
      have h := Real.self_le_sinh_iff.2 (by linarith : 0 ≤ x / 2)
      have := Real.log_le_log hx' (by linarith : x ≤ 2 * Real.sinh (x / 2))
      unfold reducedFree
      linarith
    · filter_upwards [self_mem_nhdsWithin] with x hx
      have hx' : 0 < x := hx
      have hlt : Real.exp (-x) < 1 := Real.exp_lt_one_iff.2 (by linarith)
      have := Real.log_le_log (by linarith : 0 < 1 - Real.exp (-x))
        (by linarith [Real.add_one_le_exp (-x)] : 1 - Real.exp (-x) ≤ x)
      rw [reducedFree_eq hx']
      linarith
  · have h1 : Tendsto (fun x : ℝ => 1 - Real.exp (-x)) atTop (𝓝 (1 - 0)) :=
      tendsto_const_nhds.sub Real.tendsto_exp_neg_atTop_nhds_zero
    have h2 := h1.log (by norm_num)
    rw [sub_zero, Real.log_one] at h2
    refine h2.congr' ?_
    filter_upwards [eventually_gt_atTop 0] with x hx
    rw [reducedFree_eq hx]
    ring

end

end SurfaceVibrationBounds
```

```lean
#print axioms SurfaceVibrationBounds.hasSum_levels
#print axioms SurfaceVibrationBounds.vibFree_bounds
#print axioms SurfaceVibrationBounds.phase_order_robust
#print axioms SurfaceVibrationBounds.reducedFree_limits
```

```
'SurfaceVibrationBounds.hasSum_levels' depends on axioms: [propext, Classical.choice, Quot.sound]
'SurfaceVibrationBounds.vibFree_bounds' depends on axioms: [propext, Classical.choice, Quot.sound]
'SurfaceVibrationBounds.phase_order_robust' depends on axioms: [propext, Classical.choice, Quot.sound]
'SurfaceVibrationBounds.reducedFree_limits' depends on axioms: [propext, Classical.choice, Quot.sound]
```

## How the Lean proof follows the derivation

`reducedFree_eq` proves the split into zero-point and thermal parts, and `hasSum_levels` combines it with Mathlib's geometric series.

`sinh_ratio` is the classical inequality without division. Its `hm` obtains monotonicity from the sign of the derivative, `h1` is sinh a ≤ a cosh a, and `h5` is the estimate from the addition theorem. The last `linarith` adds the two multiplied inequalities `h6` and `h7`.

`mode_bounds` splits into three goals: the two lower bounds, joined by `max_le`, and the upper bound. In the third, `h1` and `h2` are the tangent-line bounds, and `nlinarith` receives their products with x and y − x to produce `h3`. Taking logarithms finishes the goal.

In `vibFree_abs_sub_le`, `up` treats a stiffening mode, and `one` covers both signs by exchanging the arguments. `Finset.abs_sum_le_sum_abs` is the triangle inequality. In `vibFree_bounds`, `key` holds the scaled single-mode bounds, which are then summed. `phase_order_robust` needs only the absolute bound and linear arithmetic.

For the limits, `squeeze_zero'` uses the bounds 0 and x/2 near zero, while the limit at infinity follows from continuity of the logarithm at 1.
